# A full set of more than two orthonormal equal-share hybrids with real coefficients needs a multiple of four orbitals

Anyone who extends the pattern of sp and sp3 hybrids to three or six orthonormal atomic orbitals, and looks for a full set of orthonormal hybrids with real coefficients (as many hybrids as orbitals) that each contain every orbital equally, will search in vain: no choice of signs makes all the overlaps vanish. For more than two orthonormal orbitals, such a full set can exist only if their number is a multiple of four.

```lean
import Mathlib

open Matrix

namespace EqualShareHybrids

noncomputable section

/-- Equal-share condition for `n` hybrids (rows) built from `m ≥ 1` atomic orbitals (columns):
every coefficient has absolute value `1/√m`. -/
def IsEqualShare {n m : ℕ} (C : Matrix (Fin n) (Fin m) ℝ) : Prop :=
  ∀ i μ, |C i μ| = 1 / √(m : ℝ)

/-- Hybrids are equal-share exactly when every atomic orbital has weight (squared coefficient)
`1/m` in every hybrid. -/
theorem isEqualShare_iff_weight {n m : ℕ} (C : Matrix (Fin n) (Fin m) ℝ) :
    IsEqualShare C ↔ ∀ i μ, C i μ ^ 2 = 1 / (m : ℝ) := by
  constructor
  · intro h i μ
    rw [← sq_abs, h i μ, div_pow, Real.sq_sqrt (Nat.cast_nonneg m), one_pow]
  · intro h i μ
    rw [← Real.sqrt_sq_eq_abs, h i μ, Real.sqrt_div zero_le_one, Real.sqrt_one]

/-- For three real coefficients with the same weight `w`, the product `(a + b)(a + c)` is `4w`
if all three coefficients agree, and zero otherwise. -/
theorem agreement_term {a b c w : ℝ} (ha : a ^ 2 = w) (hb : b ^ 2 = w) (hc : c ^ 2 = w) :
    (a + b) * (a + c) = if a = b ∧ a = c then 4 * w else 0 := by
  split_ifs with h
  · obtain ⟨h1, h2⟩ := h
    rw [← h1, ← h2]
    linear_combination 4 * ha
  · -- equal squares leave only a choice of sign
    rcases sq_eq_sq_iff_eq_or_eq_neg.mp (ha.trans hb.symm) with h1 | h1
    · rcases sq_eq_sq_iff_eq_or_eq_neg.mp (ha.trans hc.symm) with h2 | h2
      · exact absurd ⟨h1, h2⟩ h
      · linear_combination (a + b) * h2
    · linear_combination (a + c) * h1

/-- Among orthonormal real equal-share hybrids, any three different ones have equal coefficients
on exactly a quarter of the `m` atomic orbitals. -/
theorem four_mul_card_agreement {n m : ℕ} (C : Matrix (Fin n) (Fin m) ℝ)
    (hC : C * Cᵀ = 1) (hE : IsEqualShare C) {i j k : Fin n}
    (hij : i ≠ j) (hik : i ≠ k) (hjk : j ≠ k) :
    4 * (Finset.univ.filter fun μ => C i μ = C j μ ∧ C i μ = C k μ).card = m := by
  have w := (isEqualShare_iff_weight C).mp hE
  have ov : ∀ p q, ∑ μ, C p μ * C q μ = (1 : Matrix (Fin n) (Fin n) ℝ) p q := by
    intro p q
    rw [← hC]
    simp [Matrix.mul_apply]
  -- orthonormality fixes the sum of the products
  have h1 : ∑ μ, (C i μ + C j μ) * (C i μ + C k μ) = 1 := by
    have e : ∑ μ, (C i μ + C j μ) * (C i μ + C k μ) =
        ∑ μ, C i μ * C i μ + ∑ μ, C i μ * C k μ + ∑ μ, C j μ * C i μ
          + ∑ μ, C j μ * C k μ := by
      rw [← Finset.sum_add_distrib, ← Finset.sum_add_distrib, ← Finset.sum_add_distrib]
      exact Finset.sum_congr rfl fun μ _ => by ring
    rw [e, ov i i, ov i k, ov j i, ov j k, Matrix.one_apply_eq, Matrix.one_apply_ne hik,
      Matrix.one_apply_ne hij.symm, Matrix.one_apply_ne hjk]
    norm_num
  -- the same sum counts the orbitals on which the three hybrids agree
  have h2 : ∑ μ, (C i μ + C j μ) * (C i μ + C k μ) =
      ((Finset.univ.filter fun μ => C i μ = C j μ ∧ C i μ = C k μ).card : ℝ)
        * (4 * (1 / (m : ℝ))) := by
    rw [Finset.sum_congr rfl fun μ _ => agreement_term (w i μ) (w j μ) (w k μ),
      ← Finset.sum_filter, Finset.sum_const, nsmul_eq_mul]
  rcases Nat.eq_zero_or_pos m with hm | hm
  · subst hm
    simp at h1
  · have hm' : (m : ℝ) ≠ 0 := by positivity
    rw [h2] at h1
    have h3 : 4 * ((Finset.univ.filter fun μ => C i μ = C j μ ∧ C i μ = C k μ).card : ℝ)
        = m := by
      field_simp at h1
      linarith
    exact_mod_cast h3

/-- If more than two atomic orbitals are turned into a full set of orthonormal real hybrids, each
containing every atomic orbital equally, then the number of orbitals is a multiple of four. -/
theorem four_dvd_of_equalShare {m : ℕ} (hm : 2 < m) (C : Matrix (Fin m) (Fin m) ℝ)
    (hC : C * Cᵀ = 1) (hE : IsEqualShare C) : 4 ∣ m :=
  Dvd.intro _ (four_mul_card_agreement C hC hE
    (i := ⟨0, by omega⟩) (j := ⟨1, by omega⟩) (k := ⟨2, by omega⟩)
    (by simp [Fin.ext_iff]) (by simp [Fin.ext_iff]) (by simp [Fin.ext_iff]))

/-- Neither three nor six atomic orbitals admit a full set of orthonormal real equal-share
hybrids. -/
theorem not_equalShare_three_six :
    (∀ C : Matrix (Fin 3) (Fin 3) ℝ, C * Cᵀ = 1 → ¬ IsEqualShare C) ∧
    (∀ C : Matrix (Fin 6) (Fin 6) ℝ, C * Cᵀ = 1 → ¬ IsEqualShare C) := by
  constructor
  · intro C hC hE
    have h := four_dvd_of_equalShare (by norm_num) C hC hE
    omega
  · intro C hC hE
    have h := four_dvd_of_equalShare (by norm_num) C hC hE
    omega

/-- The four tetrahedral sp3 hybrids, with columns ordered s, px, py, pz. -/
def sp3 : Matrix (Fin 4) (Fin 4) ℝ :=
  !![1/2, 1/2, 1/2, 1/2;
     1/2, 1/2, -1/2, -1/2;
     1/2, -1/2, 1/2, -1/2;
     1/2, -1/2, -1/2, 1/2]

/-- The sp3 hybrids are orthonormal and equal-share. -/
theorem sp3_witness : sp3 * sp3ᵀ = 1 ∧ IsEqualShare sp3 := by
  constructor
  · ext i j
    fin_cases i <;> fin_cases j <;>
      simp [sp3, Matrix.mul_apply, Fin.sum_univ_succ] <;> norm_num
  · rw [isEqualShare_iff_weight]
    intro i j
    fin_cases i <;> fin_cases j <;> simp [sp3] <;> norm_num

/-- The two linear sp hybrids, with columns ordered s, p. -/
def sp : Matrix (Fin 2) (Fin 2) ℝ :=
  !![√2 / 2, √2 / 2; √2 / 2, -(√2 / 2)]

/-- The two sp hybrids are orthonormal and equal-share. -/
theorem sp_equalShare : sp * spᵀ = 1 ∧ IsEqualShare sp := by
  have h : √(2 : ℝ) * √2 = 2 := Real.mul_self_sqrt (by norm_num)
  constructor
  · ext i j
    fin_cases i <;> fin_cases j <;>
      simp [sp, Matrix.mul_apply, Fin.sum_univ_succ] <;> nlinarith [h]
  · rw [isEqualShare_iff_weight]
    intro i j
    fin_cases i <;> fin_cases j <;> simp [sp] <;> nlinarith [h]

/-- Three hybrids of three atomic orbitals with complex coefficients: one complex number on the
diagonal and `√3/3` everywhere else. -/
def complexThree : Matrix (Fin 3) (Fin 3) ℂ :=
  !![⟨-(√3 / 6), 1/2⟩, ⟨√3 / 3, 0⟩, ⟨√3 / 3, 0⟩;
     ⟨√3 / 3, 0⟩, ⟨-(√3 / 6), 1/2⟩, ⟨√3 / 3, 0⟩;
     ⟨√3 / 3, 0⟩, ⟨√3 / 3, 0⟩, ⟨-(√3 / 6), 1/2⟩]

/-- With complex coefficients three orbitals do admit equal shares: these three hybrids are
orthonormal and every atomic orbital has weight `1/3` in each. -/
theorem complexThree_equalShare :
    complexThree * complexThreeᴴ = 1 ∧
      ∀ i μ, Complex.normSq (complexThree i μ) = 1 / 3 := by
  have h : √(3 : ℝ) * √3 = 3 := Real.mul_self_sqrt (by norm_num)
  constructor
  · ext i j
    fin_cases i <;> fin_cases j <;> apply Complex.ext <;>
      simp [complexThree, Matrix.mul_apply, Fin.sum_univ_succ] <;> nlinarith [h]
  · intro i j
    fin_cases i <;> fin_cases j <;>
      simp [complexThree, Complex.normSq_apply] <;> nlinarith [h]

end

end EqualShareHybrids
```

```lean
#print axioms EqualShareHybrids.four_dvd_of_equalShare
#print axioms EqualShareHybrids.not_equalShare_three_six
#print axioms EqualShareHybrids.sp_equalShare
#print axioms EqualShareHybrids.complexThree_equalShare
```

```
'EqualShareHybrids.four_dvd_of_equalShare' depends on axioms: [propext, Classical.choice, Quot.sound]
'EqualShareHybrids.not_equalShare_three_six' depends on axioms: [propext, Classical.choice, Quot.sound]
'EqualShareHybrids.sp_equalShare' depends on axioms: [propext, Classical.choice, Quot.sound]
'EqualShareHybrids.complexThree_equalShare' depends on axioms: [propext, Classical.choice, Quot.sound]
```

## Equal shares as a condition on the coefficients

Each row of the real matrix `C` is a hybrid and each column an atomic orbital; many textbooks put the hybrids in the columns instead. There are n hybrids and m atomic orbitals, and C i μ is the coefficient of orbital μ in hybrid i. The hypothesis `C * Cᵀ = 1` says that the hybrids are orthonormal. `IsEqualShare C` says that every coefficient has absolute value 1/√m, or equivalently that every orbital has weight 1/m in every hybrid.

The main theorem, `four_dvd_of_equalShare`, takes a full set (n = m) with m > 2 and concludes that 4 divides m. This is a necessary condition; among the multiples of four, only m = 4 is shown to be realised, by the matrix `sp3`. `not_equalShare_three_six` excludes three and six orbitals.

"Equal-share" is a name used here, and it asks for more than equivalent hybrids. The usual three sp2 hybrids have equal s character but unequal px and py weights, so they do not contradict the theorem. Here and in the comments of the code, "real hybrids" means hybrids with real coefficients. This matters: written in the complex orbitals s, p₊₁ and p₋₁, the same sp2 hybrids do contain each orbital with weight 1/3, but their coefficients are then not all real. The condition also depends on the chosen orbitals: rotating the p axes can change the individual weights.

Reading `C * Cᵀ = 1` as orthonormality of the hybrids assumes that the atomic orbitals are themselves orthonormal, as they can be chosen on a single atom. With overlapping orbitals, `C * Cᵀ = 1` would no longer express orthonormality of the hybrids. In a calculation with real coefficients, the result means that no orthogonal transformation of three or six orthonormal orbitals gives new orbitals that all contain every old one equally.

## Counting the orbitals on which three hybrids agree

Let a, b and c be the coefficients of one atomic orbital in three different hybrids i, j and k. Their squares all equal w = 1/m, so b = ±a and c = ±a. Consider the product

(a + b)(a + c).

If b = −a or c = −a, one factor vanishes. Otherwise all three coefficients agree and the product is 2a · 2a = 4w. This is `agreement_term`, where `sq_eq_sq_iff_eq_or_eq_neg` supplies the choice of sign.

Now sum over the atomic orbitals and expand:

Σμ (C i μ + C j μ)(C i μ + C k μ)
= Σμ C i μ² + Σμ C i μ C k μ + Σμ C j μ C i μ + Σμ C j μ C k μ
= 1 + 0 + 0 + 0 = 1.

If N is the number of orbitals on which the three hybrids agree, the same sum is also N · 4/m. Therefore

4N = m.

In `four_mul_card_agreement`, `ov` reads the overlaps from `C * Cᵀ = 1`, `h1` evaluates the expanded sum and `h2` counts the agreements. The case m = 0 is excluded because an empty sum cannot equal 1. This lemma needs only three different hybrids, so it also applies to an incomplete set. In `sp3`, the first three hybrids agree on the s orbital alone, one of four.

The main theorem applies the lemma to rows 0, 1 and 2, which exist because m > 2. For three and six orbitals, `omega` then finds the contradiction with divisibility by four.

## Two orbitals, complex coefficients and pairs of hybrids

The condition m > 2 excludes the matrix `sp`, whose two hybrids are orthonormal and equal-share although 4 does not divide 2.

Real coefficients matter too. `complexThree` has diagonal entries exp(2πi/3)/√3, where i is the imaginary unit, and all other entries 1/√3. Its rows are orthonormal and every squared modulus is 1/3. Equal squared moduli now leave a free phase instead of a sign, so the product argument fails. Both matrices are verified entry by entry.

A similar count for just two real orthonormal equal-share hybrids, added here without a Lean proof, shows that m must be even. Each product C i μ C j μ is +1/m or −1/m, and the products sum to zero, so both signs occur equally often.
